# Läuchli vectors with an unnormalised first column: later Gram-Schmidt outputs overlap by 1/2 in the classical method and by 0 in the modified one

Let e_0, e_1, …, e_(N−1) be the standard basis of R^N and let d > 0. The Läuchli columns are

a_k = e_0 + d e_(k+1), k = 0, 1, 2, …

All indices count from zero, so the three columns in R^4 are a_0, a_1, a_2. Write ⟨u, v⟩ for the inner product and q_0, q_1, … for the outputs of Gram-Schmidt.

The norm of a_0 is √(1 + d²). When d² is too small to register next to 1, floating-point arithmetic stores this norm as 1 and leaves the column as it was. The model keeps that single error, q_0 = a_0, and does everything else in exact real arithmetic. Both methods subtract ⟨q_i, v⟩ q_i for each earlier output and normalise the remainder. In the classical method v is the original column; in the modified method it is the running vector, from which the earlier subtractions have already been made.

In R^4 the classical method gives ⟨q_1, q_2⟩ = 1/2. The modified method gives ⟨q_1, q_2⟩ = 0, ⟨q_0, q_1⟩ = −d/√2 and ⟨q_0, q_2⟩ = −d/√6.

## Where the two sweeps part

Distinct columns share only e_0, so ⟨a_0, a_(k+1)⟩ = 1. In both methods, removing q_0 from a_(k+1) leaves

a_(k+1) − a_0 = d (e_(k+2) − e_1).

**Classical method.** Suppose that q_(i+1) = (e_(i+2) − e_1)/√2 for all i < k. The original column a_(k+1) = e_0 + d e_(k+2) has no component along e_(i+2) or e_1, so every further coefficient vanishes. Hence

q_(k+1) = (e_(k+2) − e_1)/√2.

Two such vectors share the term −e_1/√2, so their overlap is 1/2. The overlap with q_0 is −d/√2.

**Modified method.** Define the mean and the residual

μ_k = (e_1 + … + e_(k+1))/(k+1), r_k = e_(k+2) − μ_k.

The claim is that q_(k+1) = r_k/‖r_k‖. Assume it for smaller indices. After removal of q_0, …, q_m, with m ≤ k, the running vector is

d (e_(k+2) − μ_m).

This holds for m = 0, since μ_0 = e_1. For the step from m to m+1, with m < k, the quantities needed are

⟨r_m, e_(k+2) − μ_m⟩ = ‖μ_m‖² = 1/(m+1),

‖r_m‖² = 1 + 1/(m+1) = (m+2)/(m+1).

Their ratio is 1/(m+2), so the sweep subtracts d r_m/(m+2). Because

μ_m + r_m/(m+2) = ((m+1) μ_m + e_(m+2))/(m+2) = μ_(m+1),

the form is preserved. At m = k the running vector is d r_k, which proves the claim. For i < k,

⟨r_i, r_k⟩ = 0 − 1/(k+1) − 0 + 1/(k+1) = 0,

and ⟨a_0, r_k⟩ = −d/(k+1). Dividing by ‖r_k‖ gives

⟨q_0, q_(k+1)⟩ = −d/√((k+1)(k+2)).

Since q_0 has norm √(1 + d²), the cosine of the angle is this overlap divided by √(1 + d²); the same factor applies to the classical −d/√2.

As d → 0, all overlaps with q_0 vanish, while the classical overlap 1/2 stays. Block eigensolvers in electronic structure can also meet nearly parallel vectors when they orthogonalise a basis. For Gram-Schmidt, this one-parameter family with one imposed error shows that it can matter whether the coefficients come from the original column or from the running vector.

## The two algorithms as recursive definitions

The algorithms are defined for any sequence of columns in a real inner product space.

In Lean 4 with Mathlib:

```lean
import Mathlib

open scoped InnerProductSpace

namespace LauchliGramSchmidt

noncomputable section

variable {E : Type*} [NormedAddCommGroup E] [InnerProductSpace ℝ E]

/-- The vector `v` divided by its norm. -/
def normalized (v : E) : E := ‖v‖⁻¹ • v
```

In `cgs` every coefficient contains the original column `a (k + 1)`.

```lean
/-- Classical Gram-Schmidt with the first column stored unnormalised: all projection
coefficients are computed from the original column. -/
def cgs (a : ℕ → E) : ℕ → E
  | 0 => a 0
  | k + 1 => normalized (a (k + 1) -
      ∑ i : Fin (k + 1), ⟪cgs a i, a (k + 1)⟫_ℝ • cgs a i)
termination_by k => k
decreasing_by all_goals exact i.isLt
```

In `mgs` the fold carries the running vector `v` through the earlier outputs in order.

```lean
/-- Modified Gram-Schmidt with the first column stored unnormalised: each projection
coefficient is computed from the running vector. -/
def mgs (a : ℕ → E) : ℕ → E
  | 0 => a 0
  | k + 1 => normalized (Fin.foldl (k + 1)
      (fun v (i : Fin (k + 1)) => v - ⟪mgs a i, v⟫_ℝ • mgs a i) (a (k + 1)))
termination_by k => k
decreasing_by all_goals exact i.isLt
```

The next four definitions are e_i, a_k, μ_k and r_k. Column sequences are infinite, but R^N has finitely many axes, and `axis N i` is zero for i ≥ N. The hypothesis `k + 2 < N` in the theorems below ensures that e_(k+2) is a genuine basis vector.

```lean
/-- The coordinate vector `e_i` of `R^N`, with `i` counted from zero, if `i < N`, and the zero
vector otherwise. -/
def axis (N i : ℕ) : EuclideanSpace ℝ (Fin N) :=
  WithLp.toLp 2 fun j => if (j : ℕ) = i then 1 else 0

/-- The Läuchli columns `e_0 + d e_(k+1)`, with `k` counted from zero. -/
def lauchli (N : ℕ) (d : ℝ) (k : ℕ) : EuclideanSpace ℝ (Fin N) :=
  axis N 0 + d • axis N (k + 1)

/-- The mean of the coordinate vectors `e_1, ..., e_(k+1)`. -/
def mean (N k : ℕ) : EuclideanSpace ℝ (Fin N) :=
  ((k : ℝ) + 1)⁻¹ • ∑ l ∈ Finset.range (k + 1), axis N (l + 1)

/-- The coordinate vector `e_(k+2)` minus the mean of `e_1, ..., e_(k+1)`. -/
def residual (N k : ℕ) : EuclideanSpace ℝ (Fin N) := axis N (k + 2) - mean N k
```

## Inner products of axes, means and residuals

The first lemma lets the factor d disappear under normalisation and rewrites projection on a normalised vector as ⟨u, v⟩ u/‖u‖².

```lean
/-- Normalisation ignores a positive factor, and the projection on a normalised vector
is the usual projection on the line it spans. -/
theorem normalized_rules (u v : E) {d : ℝ} (hd : 0 < d) :
    normalized (d • u) = normalized u ∧
      ⟪normalized u, v⟫_ℝ • normalized u = (⟪u, v⟫_ℝ / ‖u‖ ^ 2) • u := by
  constructor
  · simp only [normalized, norm_smul, Real.norm_of_nonneg hd.le, smul_smul]
    rw [mul_inv, mul_comm d⁻¹, mul_assoc, inv_mul_cancel₀ hd.ne', mul_one]
  · simp only [normalized, real_inner_smul_left, smul_smul]
    congr 1
    ring

/-- The coordinate vectors are orthonormal. -/
theorem inner_axis {N i : ℕ} (hi : i < N) (j : ℕ) :
    ⟪axis N i, axis N j⟫_ℝ = if i = j then 1 else 0 := by
  simp only [axis, PiLp.inner_apply]
  rw [Finset.sum_eq_single (⟨i, hi⟩ : Fin N)]
  · simp
  · intro b _ hb
    have h : (b : ℕ) ≠ i := fun h => hb (Fin.ext h)
    simp [h]
  · simp
```

Orthonormality gives the unit overlap of distinct columns.

```lean
/-- Two different Läuchli columns have overlap one. -/
theorem inner_lauchli {N i j : ℕ} (d : ℝ) (hi : i + 1 < N) (hij : i ≠ j) :
    ⟪lauchli N d i, lauchli N d j⟫_ℝ = 1 := by
  have h0 : 0 < N := by omega
  simp only [lauchli, inner_add_left, inner_add_right, real_inner_smul_left,
    real_inner_smul_right, inner_axis hi, inner_axis h0]
  simp [hij]
```

The means satisfy ⟨μ_i, μ_k⟩ = 1/(k+1) for i ≤ k, which includes ‖μ_k‖² = 1/(k+1).

```lean
/-- Overlaps of the mean of `e_1, ..., e_(k+1)` with the coordinate vectors other than `e_0` and
with the means of `e_1, ..., e_(i+1)` for `i ≤ k`. -/
theorem mean_inner {N k : ℕ} (hk : k + 1 < N) :
    (∀ j, j + 1 < N → ⟪axis N (j + 1), mean N k⟫_ℝ =
      if j < k + 1 then ((k : ℝ) + 1)⁻¹ else 0) ∧
    ∀ i ≤ k, ⟪mean N i, mean N k⟫_ℝ = ((k : ℝ) + 1)⁻¹ := by
  have h : ∀ j, j + 1 < N → ⟪axis N (j + 1), mean N k⟫_ℝ =
      if j < k + 1 then ((k : ℝ) + 1)⁻¹ else 0 := by
    intro j hj
    simp only [mean, real_inner_smul_right, inner_sum, inner_axis hj, add_left_inj,
      Finset.sum_ite_eq, Finset.mem_range]
    split_ifs <;> simp
  refine ⟨h, fun i hi => ?_⟩
  have hl : ∀ l ∈ Finset.range (i + 1),
      ⟪axis N (l + 1), mean N k⟫_ℝ = ((k : ℝ) + 1)⁻¹ := by
    intro l hl
    rw [Finset.mem_range] at hl
    rw [h l (by omega), if_pos (by omega)]
  have e : mean N i = ((i : ℝ) + 1)⁻¹ • ∑ l ∈ Finset.range (i + 1), axis N (l + 1) := rfl
  have hne : (i : ℝ) + 1 ≠ 0 := by positivity
  rw [e, real_inner_smul_left, sum_inner, Finset.sum_congr rfl hl, Finset.sum_const,
    Finset.card_range, nsmul_eq_mul, Nat.cast_add, Nat.cast_one, ← mul_assoc,
    inv_mul_cancel₀ hne, one_mul]
```

The next lemma collects the three residual formulas used by hand: the norm, the overlap ⟨r_i, e_(k+2) − μ_i⟩ from which the sweep coefficient is computed, and the orthogonality of r_i and r_k.

```lean
/-- The squared norm of a residual, its overlap with an earlier residual, and the overlap of that
earlier residual with `e_(k+2)` minus the mean of `e_1, ..., e_(i+1)`. -/
theorem residual_inner {N k : ℕ} (hk : k + 2 < N) :
    ‖residual N k‖ ^ 2 = ((k : ℝ) + 2) / (k + 1) ∧
    ∀ i < k, ⟪residual N i, axis N (k + 2) - mean N i⟫_ℝ = ((i : ℝ) + 1)⁻¹ ∧
      ⟪residual N i, residual N k⟫_ℝ = 0 := by
  have hax : ∀ i ≤ k, ⟪axis N (k + 2), mean N i⟫_ℝ = 0 := fun i hi =>
    ((mean_inner (N := N) (k := i) (by omega)).1 (k + 1) hk).trans (if_neg (by omega))
  have hxa : ∀ i ≤ k, ⟪mean N i, axis N (k + 2)⟫_ℝ = 0 := fun i hi => by
    rw [real_inner_comm]; exact hax i hi
  have hm := (mean_inner (N := N) (k := k) (by omega)).2
  constructor
  · rw [← real_inner_self_eq_norm_sq]
    simp only [residual, inner_sub_left, inner_sub_right]
    rw [inner_axis hk, if_pos rfl, hax k le_rfl, hxa k le_rfl, hm k le_rfl]
    field_simp
    ring
  · intro i hi
    have h1 : ⟪axis N (i + 2), axis N (k + 2)⟫_ℝ = 0 :=
      (inner_axis (by omega) _).trans (if_neg (by omega))
    have hmi := mean_inner (N := N) (k := i) (by omega)
    have h2 : ⟪axis N (i + 2), mean N i⟫_ℝ = 0 :=
      (hmi.1 (i + 1) (by omega)).trans (if_neg (by omega))
    have h3 : ⟪axis N (i + 2), mean N k⟫_ℝ = ((k : ℝ) + 1)⁻¹ :=
      ((mean_inner (N := N) (k := k) (by omega)).1 (i + 1) (by omega)).trans
        (if_pos (by omega))
    simp only [residual, inner_sub_left, inner_sub_right]
    rw [h1, h2, h3, hxa i hi.le, hmi.2 i le_rfl, hm i hi.le]
    constructor <;> ring
```

## Closed forms of the outputs

For the classical method, strong induction supplies all earlier outputs. `Fin.sum_univ_succ` separates the q_0 term from the sum, and `h0` shows that the remaining terms vanish.

```lean
/-- Classical Gram-Schmidt turns each later Läuchli column into the normalised
difference `e_(k+2) - e_1`. -/
theorem cgs_lauchli {N : ℕ} {d : ℝ} (hd : 0 < d) (k : ℕ) (hk : k + 2 < N) :
    cgs (lauchli N d) (k + 1) = normalized (axis N (k + 2) - axis N 1) := by
  induction k using Nat.strong_induction_on with
  | _ k ih =>
    -- coefficients taken from the original column vanish beyond the first one
    have h0 : ∀ i : Fin k, ⟪cgs (lauchli N d) (i.succ : Fin (k + 1)),
        lauchli N d (k + 1)⟫_ℝ • cgs (lauchli N d) (i.succ : Fin (k + 1)) = 0 := by
      intro i
      have hi := i.isLt
      have e : cgs (lauchli N d) (i.succ : Fin (k + 1)) =
          normalized (axis N ((i : ℕ) + 2) - axis N 1) := ih i hi (by omega)
      have hz : ⟪axis N ((i : ℕ) + 2) - axis N 1, lauchli N d (k + 1)⟫_ℝ = 0 := by
        simp only [lauchli, inner_sub_left, inner_add_right, real_inner_smul_right,
          inner_axis (show (i : ℕ) + 2 < N by omega), inner_axis (show 1 < N by omega)]
        split_ifs <;> first | omega | simp
      rw [e, (normalized_rules _ _ hd).2, hz, zero_div, zero_smul]
    have hc : cgs (lauchli N d) ((0 : Fin (k + 1)) : ℕ) = lauchli N d 0 := by
      rw [Fin.val_zero, cgs]
    have hs : lauchli N d (k + 1) - lauchli N d 0 = d • (axis N (k + 2) - axis N 1) := by
      change axis N 0 + d • axis N (k + 2) - (axis N 0 + d • axis N 1) = _
      module
    rw [cgs, Fin.sum_univ_succ, Finset.sum_eq_zero (fun i _ => h0 i), add_zero, hc,
      inner_lauchli d (by omega) (by omega), one_smul, hs]
    exact (normalized_rules _ 0 hd).1
```

The modified method needs two inductions. The outer one runs over columns; the inner one, `sweep`, proves the form of the running vector. `Fin.foldl_succ_last` isolates the latest subtraction, `hcoef` computes its coefficient, and `hmean` is the update from μ_m to μ_(m+1).

```lean
/-- Modified Gram-Schmidt turns each later Läuchli column into the normalised residual
of `e_(k+2)` against the mean of `e_1, ..., e_(k+1)`. -/
theorem mgs_lauchli {N : ℕ} {d : ℝ} (hd : 0 < d) (k : ℕ) (hk : k + 2 < N) :
    mgs (lauchli N d) (k + 1) = normalized (residual N k) := by
  induction k using Nat.strong_induction_on with
  | _ k ih =>
    -- the running vector after removal of the first m + 1 outputs
    have sweep : ∀ m ≤ k, Fin.foldl (m + 1) (fun v (i : Fin (m + 1)) =>
        v - ⟪mgs (lauchli N d) i, v⟫_ℝ • mgs (lauchli N d) i) (lauchli N d (k + 1)) =
        d • (axis N (k + 2) - mean N m) := by
      intro m
      induction m with
      | zero =>
        intro _
        rw [Fin.foldl_succ_last, Fin.foldl_zero]
        change lauchli N d (k + 1) - ⟪mgs (lauchli N d) 0, lauchli N d (k + 1)⟫_ℝ •
          mgs (lauchli N d) 0 = _
        have hm : mean N 0 = axis N 1 := by simp [mean]
        rw [show mgs (lauchli N d) 0 = lauchli N d 0 by rw [mgs],
          inner_lauchli d (by omega) (by omega), one_smul, hm]
        change axis N 0 + d • axis N (k + 2) - (axis N 0 + d • axis N 1) = _
        module
      | succ m ihm =>
        intro hm
        rw [Fin.foldl_succ_last]
        change (fun v => v - ⟪mgs (lauchli N d) (m + 1), v⟫_ℝ • mgs (lauchli N d) (m + 1))
          (Fin.foldl (m + 1) (fun v (i : Fin (m + 1)) =>
            v - ⟪mgs (lauchli N d) i, v⟫_ℝ • mgs (lauchli N d) i) (lauchli N d (k + 1))) = _
        rw [ihm (by omega)]
        beta_reduce
        have hmean : mean N (m + 1) = mean N m + ((m : ℝ) + 2)⁻¹ • residual N m := by
          have h : ∑ l ∈ Finset.range (m + 1 + 1), axis N (l + 1) =
              ∑ l ∈ Finset.range (m + 1), axis N (l + 1) + axis N (m + 2) :=
            Finset.sum_range_succ _ _
          have e : ((m + 1 : ℕ) : ℝ) + 1 = m + 2 := by push_cast; ring
          unfold residual mean
          rw [h, e]
          match_scalars <;> field_simp
          ring
        have hcoef : d * ((m : ℝ) + 1)⁻¹ / (((m : ℝ) + 2) / (m + 1)) =
            d * ((m : ℝ) + 2)⁻¹ := by
          field_simp
        rw [ih m (by omega) (by omega), (normalized_rules _ _ hd).2, real_inner_smul_right,
          ((residual_inner hk).2 m (by omega)).1,
          (residual_inner (N := N) (k := m) (by omega)).1, hcoef, hmean]
        module
    rw [mgs, sweep k le_rfl]
    exact (normalized_rules (residual N k) 0 hd).1
```

## Overlaps in R^N and in R^4

With the closed forms in place, the overlaps follow from the inner products and norms above. In the smallest case, N = 3 and k = 0, there is only one later output; both methods give it overlap −d/√2 with q_0, and the statements about pairs are empty.

```lean
/-- For Läuchli columns in any dimension, the later classical Gram-Schmidt outputs have
overlap `-d/√2` with the first output and `1/2` with each other. -/
theorem cgs_overlaps {N k : ℕ} {d : ℝ} (hd : 0 < d) (hk : k + 2 < N) :
    ⟪cgs (lauchli N d) 0, cgs (lauchli N d) (k + 1)⟫_ℝ = -d / √2 ∧
    ∀ i < k, ⟪cgs (lauchli N d) (i + 1), cgs (lauchli N d) (k + 1)⟫_ℝ = 1 / 2 := by
  have h1 : 1 < N := by omega
  have hn : ∀ j, j + 2 < N → ‖axis N (j + 2) - axis N 1‖ = √2 := by
    intro j hj
    have h2 : ‖axis N (j + 2) - axis N 1‖ ^ 2 = 2 := by
      rw [← real_inner_self_eq_norm_sq]
      simp only [inner_sub_left, inner_sub_right, inner_axis hj, inner_axis h1]
      split_ifs <;> first | omega | norm_num
    have h := Real.sqrt_sq (norm_nonneg (axis N (j + 2) - axis N 1))
    rw [h2] at h
    exact h.symm
  constructor
  · have h : ⟪lauchli N d 0, axis N (k + 2) - axis N 1⟫_ℝ = -d := by
      simp only [lauchli, zero_add, inner_add_left, inner_sub_right, real_inner_smul_left,
        inner_axis h1, inner_axis (show 0 < N by omega)]
      split_ifs <;> first | omega | simp
    rw [cgs_lauchli hd k hk, show cgs (lauchli N d) 0 = lauchli N d 0 by rw [cgs],
      normalized, real_inner_smul_right, h, hn k hk]
    ring
  · intro i hi
    have h : ⟪axis N (i + 2) - axis N 1, axis N (k + 2) - axis N 1⟫_ℝ = 1 := by
      simp only [inner_sub_left, inner_sub_right, inner_axis h1,
        inner_axis (show i + 2 < N by omega)]
      split_ifs <;> first | omega | simp
    rw [cgs_lauchli hd k hk, cgs_lauchli hd i (by omega)]
    simp only [normalized, real_inner_smul_left, real_inner_smul_right]
    rw [h, hn k hk, hn i (by omega), mul_one, ← mul_inv,
      Real.mul_self_sqrt (by norm_num), one_div]

/-- For Läuchli columns in any dimension, the later modified Gram-Schmidt outputs have
overlap `-d/√((k+1)(k+2))` with the first output and are orthogonal to each other. -/
theorem mgs_overlaps {N k : ℕ} {d : ℝ} (hd : 0 < d) (hk : k + 2 < N) :
    ⟪mgs (lauchli N d) 0, mgs (lauchli N d) (k + 1)⟫_ℝ =
      -d / √(((k : ℝ) + 1) * (k + 2)) ∧
    ∀ i < k, ⟪mgs (lauchli N d) (i + 1), mgs (lauchli N d) (k + 1)⟫_ℝ = 0 := by
  constructor
  · have h0 : ∀ j, ⟪axis N 0, axis N (j + 1)⟫_ℝ = 0 := fun j =>
      (inner_axis (by omega) _).trans (if_neg (by omega))
    have h1 : ⟪axis N 0, mean N k⟫_ℝ = 0 := by
      simp only [mean, real_inner_smul_right, inner_sum, h0, Finset.sum_const_zero, mul_zero]
    have h2 : ⟪axis N 1, mean N k⟫_ℝ = ((k : ℝ) + 1)⁻¹ :=
      ((mean_inner (N := N) (k := k) (by omega)).1 0 (by omega)).trans (if_pos (by omega))
    have h3 : ⟪axis N 1, axis N (k + 2)⟫_ℝ = 0 :=
      (inner_axis (by omega) _).trans (if_neg (by omega))
    have h4 : ⟪axis N 0, axis N (k + 2)⟫_ℝ = 0 := h0 (k + 1)
    have h : ⟪lauchli N d 0, residual N k⟫_ℝ = -(d * ((k : ℝ) + 1)⁻¹) := by
      simp only [lauchli, residual, zero_add, inner_add_left, inner_sub_right,
        real_inner_smul_left]
      rw [h1, h2, h3, h4]
      ring
    have hs : ((k : ℝ) + 1) * (k + 2) = (((k : ℝ) + 1) * ‖residual N k‖) ^ 2 := by
      rw [mul_pow, (residual_inner hk).1]
      field_simp
    rw [mgs_lauchli hd k hk, show mgs (lauchli N d) 0 = lauchli N d 0 by rw [mgs],
      normalized, real_inner_smul_right, h, hs, Real.sqrt_sq (by positivity),
      div_eq_mul_inv, mul_inv]
    ring
  · intro i hi
    rw [mgs_lauchli hd k hk, mgs_lauchli hd i (by omega)]
    simp only [normalized, real_inner_smul_left, real_inner_smul_right]
    rw [((residual_inner hk).2 i hi).2, mul_zero, mul_zero]
```

Setting N = 4 and k = 0 or 1 gives the four values for three columns. They hold for every d > 0, although the rounding that motivates q_0 = a_0 occurs only for small d. Rounding in later operations is not modelled.

```lean
/-- For the three Läuchli columns in `R^4` with the first one left unnormalised, the second
and third outputs have overlap `1/2` in classical Gram-Schmidt and zero in modified
Gram-Schmidt, where their overlaps with the first output are `-d/√2` and `-d/√6`. -/
theorem lauchli_four {d : ℝ} (hd : 0 < d) :
    ⟪cgs (lauchli 4 d) 1, cgs (lauchli 4 d) 2⟫_ℝ = 1 / 2 ∧
    ⟪mgs (lauchli 4 d) 1, mgs (lauchli 4 d) 2⟫_ℝ = 0 ∧
    ⟪mgs (lauchli 4 d) 0, mgs (lauchli 4 d) 1⟫_ℝ = -d / √2 ∧
    ⟪mgs (lauchli 4 d) 0, mgs (lauchli 4 d) 2⟫_ℝ = -d / √6 := by
  have hc := cgs_overlaps (N := 4) (k := 1) hd (by norm_num)
  have h0 := mgs_overlaps (N := 4) (k := 0) hd (by norm_num)
  have h1 := mgs_overlaps (N := 4) (k := 1) hd (by norm_num)
  refine ⟨hc.2 0 (by norm_num), h1.2 0 (by norm_num), ?_, ?_⟩
  · rw [show (2 : ℝ) = (((0 : ℕ) : ℝ) + 1) * (((0 : ℕ) : ℝ) + 2) by norm_num]
    exact h0.1
  · rw [show (6 : ℝ) = (((1 : ℕ) : ℝ) + 1) * (((1 : ℕ) : ℝ) + 2) by norm_num]
    exact h1.1

end

end LauchliGramSchmidt
```

```lean
#print axioms LauchliGramSchmidt.lauchli_four
-- 'LauchliGramSchmidt.lauchli_four' depends on axioms: [propext, Classical.choice, Quot.sound]
```
